# Finitely many linearly independent partial waves whose span is closed under complex conjugation can be mixed invertibly into real waves

Two p-type partial waves of an atom with the same real radial function and the magnetic quantum numbers +1 and −1 are complex, yet they span the same space as the real waves p_x and p_y. Does an invertible mixing into real waves exist for any finite independent set whose span contains the conjugates of its members? It does. In a projector augmented-wave calculation such a set of partial waves can therefore be replaced by a real one, provided that the pseudo partial waves are mixed by the same matrix and the projectors by the inverse of its adjoint.

In Lean 4 with Mathlib:

```lean
import Mathlib

open Matrix ComplexConjugate

namespace PartialWaveMixing

noncomputable section

variable {n m k : Type*} [Fintype m]
```

The partial waves are the columns of a matrix Φ. The label set `m` numbers the waves and is finite; it is not the magnetic quantum number. The rows `n` may be grid points, all points of space, or basis functions. In the last case, real coefficients mean real waves only if the basis functions are real, which is left to the user.

```lean
/-- The entrywise complex conjugate of a matrix, without transposition. -/
def entryConj (A : Matrix n k ℂ) : Matrix n k ℂ := A.map (starRingEnd ℂ)
```

This is conj(A), taken entry by entry. It is not the adjoint.

```lean
/-- The partial waves in the columns of `Φ` are linearly independent: only the zero
combination of them vanishes. -/
def IndepCols (Φ : Matrix n m ℂ) : Prop := ∀ v : m → ℂ, Φ *ᵥ v = 0 → v = 0
```

`Φ *ᵥ v` is the matrix Φ applied to the vector v. Independence says that Φv = 0 forces v = 0.

```lean
/-- All entries of the matrix are real. -/
def IsRealMatrix (A : Matrix n k ℂ) : Prop := ∀ i j, (A i j).im = 0
```

Every entry has zero imaginary part.

```lean
/-- The mixing matrix `M = z + conj(z) C`. -/
def mixing [DecidableEq m] (C : Matrix m m ℂ) (z : ℂ) : Matrix m m ℂ :=
  z • (1 : Matrix m m ℂ) + conj z • C
```

For a complex number z, this is M = z + conj(z) C, where z stands for z times the unit matrix.

```lean
/-- Conjugation respects matrix products and keeps the order of the factors. -/
theorem entryConj_mul (A : Matrix n m ℂ) (B : Matrix m k ℂ) :
    entryConj (A * B) = entryConj A * entryConj B := by
  ext i j
  simp [entryConj, Matrix.mul_apply, map_sum]
```

conj(AB) = conj(A) conj(B). The tactic `ext` reduces the matrix equation to its entries, where conjugation passes through sums and products.

```lean
/-- A matrix is real exactly when it equals its entrywise conjugate. -/
theorem isReal_iff (A : Matrix n k ℂ) : IsRealMatrix A ↔ entryConj A = A := by
  constructor
  · intro h
    ext i j
    exact Complex.conj_eq_iff_im.mpr (h i j)
  · intro h i j
    exact Complex.conj_eq_iff_im.mp (congrFun (congrFun h i) j)
```

A is real exactly when conj(A) = A.

```lean
/-- Expansion coefficients in linearly independent partial waves are unique. -/
theorem IndepCols.cancel {Φ : Matrix n m ℂ} (h : IndepCols Φ) {A B : Matrix m k ℂ}
    (e : Φ * A = Φ * B) : A = B := by
  ext i j
  have hv := h (fun l => A l j - B l j) (by
    ext r
    have hr := congrFun (congrFun e r) j
    simp only [Matrix.mul_apply] at hr
    simp only [Matrix.mulVec, dotProduct, mul_sub, Finset.sum_sub_distrib, Pi.zero_apply]
    exact sub_eq_zero.mpr hr)
  exact sub_eq_zero.mp (congrFun hv i)
```

If ΦA = ΦB, each column of A − B is sent to zero by Φ, so it vanishes and A = B.

```lean
variable [DecidableEq m]

/-- If `conj(Φ) = Φ C`, the mixed waves `Φ (z + conj(z) C)` are twice the real part
of `z Φ`, entry by entry. -/
theorem mixed_eq_two_re {Φ : Matrix n m ℂ} {C : Matrix m m ℂ}
    (hC : entryConj Φ = Φ * C) (z : ℂ) (i : n) (j : m) :
    (Φ * mixing C z) i j = ((2 * (z * Φ i j).re : ℝ) : ℂ) := by
  have h : Φ * mixing C z = z • Φ + conj z • entryConj Φ := by
    rw [hC]
    simp [mixing, Matrix.mul_add]
  rw [h, ← Complex.add_conj, map_mul]
  simp only [Matrix.add_apply, Matrix.smul_apply, smul_eq_mul, entryConj, Matrix.map_apply]
```

The hypothesis `hC` is the closure relation conj(Φ) = ΦC: each conjugate wave is a combination of the original waves, as when each atomic wave is accompanied by the one with the opposite magnetic quantum number and the same real radial function. Then

ΦM = zΦ + conj(z) ΦC = zΦ + conj(zΦ) = 2 Re(zΦ).

The mixed waves are real for every z. The pseudo partial waves, mixed by the same matrix, become real too if they obey the closure relation with the same C. What remains is to make M invertible.

```lean
/-- For every square matrix `C` there is a phase `z` of modulus one for which
`z + conj(z) C` is invertible. -/
theorem exists_phase (C : Matrix m m ℂ) : ∃ z : ℂ, ‖z‖ = 1 ∧ IsUnit (mixing C z) := by
  -- the unit circle has infinitely many points
  have hinf : {u : ℂ | ‖u‖ = 1}.Infinite := by
    refine Set.infinite_of_injective_forall_mem (f := fun k : ℕ =>
      (⟨1 / ((k : ℝ) + 1), Real.sqrt (1 - (1 / ((k : ℝ) + 1)) ^ 2)⟩ : ℂ)) ?_ ?_
    · intro a b hab
      have h : 1 / ((a : ℝ) + 1) = 1 / ((b : ℝ) + 1) := congrArg Complex.re hab
      simpa using h
    · intro k
      have h0 : 0 ≤ 1 / ((k : ℝ) + 1) := by positivity
      have h1 : 1 / ((k : ℝ) + 1) ≤ 1 := by
        rw [div_le_one (by positivity)]
        linarith [Nat.cast_nonneg (α := ℝ) k]
      have h2 : 0 ≤ 1 - (1 / ((k : ℝ) + 1)) ^ 2 := by nlinarith
      have h3 := Real.sq_sqrt h2
      refine (pow_eq_one_iff_of_nonneg (norm_nonneg _) two_ne_zero).mp ?_
      rw [Complex.sq_norm, Complex.normSq_mk]
      linear_combination h3
  -- so one of them, `u`, is not an eigenvalue of `C`
  obtain ⟨u, hu, hroot⟩ := hinf.exists_notMem_finset C.charpoly.roots.toFinset
  have hdet : (Matrix.scalar m u - C).det ≠ 0 := by
    intro h
    apply hroot
    rw [Multiset.mem_toFinset, Polynomial.mem_roots C.charpoly_monic.ne_zero,
      Polynomial.IsRoot.def, Matrix.eval_charpoly]
    exact h
  -- take `z` with `z ^ 2 = -u`
  obtain ⟨z, hz⟩ := IsAlgClosed.exists_pow_nat_eq (-u) (n := 2) two_pos
  have hz1 : ‖z‖ = 1 := by
    refine (pow_eq_one_iff_of_nonneg (norm_nonneg _) two_ne_zero).mp ?_
    rw [← norm_pow, hz, norm_neg]
    exact hu
  have hzz : conj z * z = 1 := by
    rw [mul_comm, Complex.mul_conj, Complex.normSq_eq_norm_sq, hz1]
    simp
  have hc : conj z ≠ 0 := by
    intro h
    rw [h, zero_mul] at hzz
    exact zero_ne_one hzz
  have hcu : -conj z * u = z := by linear_combination z * hzz - conj z * hz
  have hs : Matrix.scalar m u = u • (1 : Matrix m m ℂ) := by
    rw [Matrix.smul_one_eq_diagonal]
    rfl
  have hM : mixing C z = (-conj z) • (Matrix.scalar m u - C) := by
    rw [hs, smul_sub, smul_smul, hcu, neg_smul, sub_neg_eq_add, mixing]
  refine ⟨z, hz1, ?_⟩
  rw [Matrix.isUnit_iff_isUnit_det, hM, Matrix.det_smul]
  exact (mul_ne_zero (pow_ne_zero _ (neg_ne_zero.mpr hc)) hdet).isUnit
```

The points u = a + i√(1 − a²) with a = 1, 1/2, 1/3, … all lie on the unit circle, so the circle is infinite. C has finitely many eigenvalues, the roots of `C.charpoly`, so some u with |u| = 1 is not one of them, and det(u − C) ≠ 0. Choose z with z² = −u. Then |z| = 1 and −conj(z) u = conj(z) z² = z, hence

M = z + conj(z) C = −conj(z) (u − C).

For N waves, det M = (−conj(z))ᴺ det(u − C) ≠ 0. `IsUnit` means invertible.

```lean
/-- Let linearly independent partial waves satisfy `conj(Φ) = Φ C`. Then `C conj(C) = 1`,
and for some phase `z` the matrix `z + conj(z) C` is invertible and mixes them into
real waves. -/
theorem exists_real_mixing {Φ : Matrix n m ℂ} {C : Matrix m m ℂ}
    (hΦ : IndepCols Φ) (hC : entryConj Φ = Φ * C) :
    C * entryConj C = 1 ∧
      ∃ z : ℂ, ‖z‖ = 1 ∧ IsUnit (mixing C z) ∧ IsRealMatrix (Φ * mixing C z) := by
  constructor
  · -- conjugating twice gives back the original waves
    apply hΦ.cancel
    have h2 : entryConj (entryConj Φ) = Φ := by
      ext i j
      simp [entryConj]
    rw [← Matrix.mul_assoc, ← hC, ← entryConj_mul, ← hC, h2, Matrix.mul_one]
  · obtain ⟨z, hz, hM⟩ := exists_phase C
    refine ⟨z, hz, hM, fun i j => ?_⟩
    rw [mixed_eq_two_re hC]
    exact Complex.ofReal_im _
```

This is the main result. For its first part, use closure twice:

Φ C conj(C) = conj(Φ) conj(C) = conj(ΦC) = conj(conj(Φ)) = Φ.

Cancelling Φ with `hΦ.cancel` gives C conj(C) = 1. The second part takes z from `exists_phase` and reality from `mixed_eq_two_re`.

Only the first part uses independence. Without it, take the repeated wave Φ = (1 1) and let C have rows (1, 1) and (0, 0). Closure holds, but C conj(C) = C ≠ 1.

```lean
/-- Conversely, if an invertible `M` makes `Φ M` real, the conjugate waves are
combinations of the original ones, with coefficients `M conj(M⁻¹)`. -/
theorem conj_closed_of_real_mixing {Φ : Matrix n m ℂ} {M : Matrix m m ℂ}
    (hM : IsUnit M) (hR : IsRealMatrix (Φ * M)) :
    entryConj Φ = Φ * (M * entryConj M⁻¹) := by
  have hi : M * M⁻¹ = 1 := Matrix.mul_nonsing_inv M ((Matrix.isUnit_iff_isUnit_det M).mp hM)
  have h : Φ = Φ * M * M⁻¹ := by rw [Matrix.mul_assoc, hi, Matrix.mul_one]
  calc entryConj Φ = entryConj (Φ * M * M⁻¹) := by rw [← h]
    _ = Φ * (M * entryConj M⁻¹) := by
      rw [entryConj_mul, (isReal_iff _).mp hR, Matrix.mul_assoc]
```

Closure is also necessary. If M is invertible and ΦM is real, write Φ = (ΦM)M⁻¹ and conjugate:

conj(Φ) = ΦM conj(M⁻¹).

```lean
/-- If `M`, invertible, and `M'` both mix the same linearly independent partial waves into
real ones, then `M' = M R` with the real matrix `R = M⁻¹ M'`. -/
theorem real_mixing_unique {Φ : Matrix n m ℂ} {M M' : Matrix m m ℂ}
    (hΦ : IndepCols Φ) (hM : IsUnit M) (hR : IsRealMatrix (Φ * M))
    (hR' : IsRealMatrix (Φ * M')) :
    M' = M * (M⁻¹ * M') ∧ IsRealMatrix (M⁻¹ * M') := by
  have hd := (Matrix.isUnit_iff_isUnit_det M).mp hM
  have h1 : M' = M * (M⁻¹ * M') := by
    rw [← Matrix.mul_assoc, Matrix.mul_nonsing_inv M hd, Matrix.one_mul]
  refine ⟨h1, (isReal_iff _).mpr ?_⟩
  -- conjugate `Φ M' = (Φ M) R` and compare coefficients
  have h2 : M * entryConj (M⁻¹ * M') = M' := by
    apply hΦ.cancel
    rw [← Matrix.mul_assoc]
    nth_rewrite 1 [← (isReal_iff _).mp hR]
    rw [← entryConj_mul, Matrix.mul_assoc, ← h1, (isReal_iff _).mp hR']
  calc entryConj (M⁻¹ * M') = M⁻¹ * (M * entryConj (M⁻¹ * M')) := by
        rw [← Matrix.mul_assoc, Matrix.nonsing_inv_mul M hd, Matrix.one_mul]
    _ = M⁻¹ * M' := by rw [h2]
```

Set R = M⁻¹M', so that ΦM' = ΦMR. Conjugation leaves the real matrices ΦM' and ΦM alone and gives ΦM' = ΦM conj(R). Cancelling Φ and multiplying by M⁻¹ yields R = conj(R). The two mixings thus differ by a real factor R on the right; M' need not be invertible.

```lean
/-- The p-type harmonics `-(x + iy)` and `x - iy` (unnormalised) as columns of
coefficients of `x` and `y`. -/
def pWaves : Matrix (Fin 2) (Fin 2) ℂ := !![-1, 1; -Complex.I, -Complex.I]
```

The columns hold the coefficients of x and y in −(x + iy) and x − iy. Normalised with respect to p_x and p_y, each column carries a factor 1/√2.

```lean
/-- The matrix that exchanges the two p-type harmonics and reverses their sign. -/
def pSwap : Matrix (Fin 2) (Fin 2) ℂ := !![0, -1; -1, 0]
```

This is C for the example; the normalisation does not change it.

```lean
/-- The two p-type harmonics are linearly independent, and conjugation exchanges them
with a change of sign. -/
theorem pWaves_witness : IndepCols pWaves ∧ entryConj pWaves = pWaves * pSwap := by
  constructor
  · intro v h
    have h0 : -v 0 + v 1 = 0 := by
      simpa [pWaves, Matrix.mulVec, dotProduct, Fin.sum_univ_two] using congrFun h 0
    have h1 : -Complex.I * v 0 + -Complex.I * v 1 = 0 := by
      simpa [pWaves, Matrix.mulVec, dotProduct, Fin.sum_univ_two] using congrFun h 1
    have hv0 : v 0 = 0 := by
      linear_combination (-1 / 2) * h0 + (Complex.I / 2) * h1
        + (v 0 + v 1) / 2 * Complex.I_sq
    have hv1 : v 1 = 0 := by linear_combination h0 + hv0
    ext i
    fin_cases i
    · exact hv0
    · exact hv1
  · ext i j
    fin_cases i <;> fin_cases j <;>
      simp [entryConj, pWaves, pSwap, Matrix.mul_apply, Fin.sum_univ_two]
```

Φv = 0 reads −v₀ + v₁ = 0 and −i(v₀ + v₁) = 0, so v₀ = v₁ = 0; `linear_combination` carries out this elimination. Comparing the four entries confirms closure.

```lean
/-- For the p-type harmonics the mixing matrix has determinant `z² - conj(z)²`, and
with `z = 1` it is not invertible. -/
theorem pWaves_phase_needed :
    (∀ z : ℂ, (mixing pSwap z).det = z ^ 2 - conj z ^ 2) ∧ ¬ IsUnit (mixing pSwap 1) := by
  have h : ∀ z : ℂ, (mixing pSwap z).det = z ^ 2 - conj z ^ 2 := by
    intro z
    simp [mixing, pSwap, Matrix.det_fin_two]
    ring
  refine ⟨h, ?_⟩
  rw [Matrix.isUnit_iff_isUnit_det, h]
  simp

end

end PartialWaveMixing
```

Here det M = z² − conj(z)², which vanishes at z = 1: both mixed waves are then multiples of x, and y is lost.

With z = (1 + i)/√2 instead, z² = i and det M = 2i. Taking 2 Re(zΦ) gives the columns

√2 (−x + y) and √2 (x + y).

Normalised, these are (−p_x + p_y)/√2 and (p_x + p_y)/√2, two real p waves rotated by 45° from the axes.

```lean
#print axioms PartialWaveMixing.exists_real_mixing
#print axioms PartialWaveMixing.conj_closed_of_real_mixing
#print axioms PartialWaveMixing.real_mixing_unique
#print axioms PartialWaveMixing.pWaves_phase_needed
```

```
'PartialWaveMixing.exists_real_mixing' depends on axioms: [propext, Classical.choice, Quot.sound]
'PartialWaveMixing.conj_closed_of_real_mixing' depends on axioms: [propext, Classical.choice, Quot.sound]
'PartialWaveMixing.real_mixing_unique' depends on axioms: [propext, Classical.choice, Quot.sound]
'PartialWaveMixing.pWaves_phase_needed' depends on axioms: [propext, Classical.choice, Quot.sound]
```
